# Hill–Van Vleck energies of a rotating doublet Π molecule from its Hund's case (a) matrix

Take a diatomic molecule in a doublet Π state: one unit of orbital angular momentum along the axis, $\Lambda=1$, and spin $S=\tfrac12$. The spin projection $\Sigma=\pm\tfrac12$ gives two states with total projection $\Omega=\Lambda+\Sigma=\tfrac32$ or $\tfrac12$. Suppose we treat these as the stationary states and read their energies off the diagonal of the Hamiltonian. When the spin-orbit constant $A$ is twice the rotational constant $B$, the two energies then coincide for every total angular momentum $J\ge\tfrac32$, the values at which both states exist. This is wrong at each of them: rotation couples the two states and separates the levels by $2B\sqrt{(J+\frac12)^2-1}$, which grows with $J$.

Diagonalising the $2\times2$ matrix repairs this for all ratios $A/B$ at once. With $x=J+\tfrac12$ and $Y=A/B$ the eigenvalues, which are both molecular energies when $J\ge\tfrac32$, are

$$E_\pm=B\left(x^2-1\pm\tfrac12\sqrt{4x^2+Y(Y-4)}\right).$$

The formula is a starting point for assigning the rotational spectra of radicals such as NO and OH, within a model of one isolated Π state that leaves out Λ-doubling and centrifugal distortion.

## The Hamiltonian and its matrix elements

```lean
import Mathlib

open Matrix

namespace HillVanVleck

noncomputable section
```

The file loads the mathematical library Mathlib and makes its matrix notation available. In particular, `H *ᵥ v` is the product of a matrix and a vector.

```lean
/-- Diagonal energy of the case (a) state with `Λ = 1`, `S = 1/2` and spin projection `sg`:
spin-orbit energy `A Λ sg` plus rotation `B [J(J+1) - Ω² + S(S+1) - sg²]`, `Ω = 1 + sg`. -/
def diagonalTerm (A B J sg : ℝ) : ℝ :=
  A * sg + B * (J * (J + 1) - (1 + sg) ^ 2 + 1 / 2 * (1 / 2 + 1) - sg ^ 2)
```

This is a function of four real numbers, where `sg` stands for $\Sigma$. It reads

$$A\Sigma+B\left[J(J+1)-\Omega^2+S(S+1)-\Sigma^2\right],\qquad \Omega=1+\Sigma,\quad S=\tfrac12 .$$

The constant $A$ measures the spin-orbit coupling and may have either sign. The constant $B$ is inversely proportional to the moment of inertia. A contribution from the orbital motion perpendicular to the axis is the same for both states and is left out, as part of the electronic energy.

```lean
/-- Spin-uncoupling element between `Ω = 3/2` and `Ω = 1/2`: minus `B` times the ladder
factors of the total angular momentum and of the spin. -/
def uncoupling (B J : ℝ) : ℝ :=
  -B * √(J * (J + 1) - 3 / 2 * (3 / 2 - 1)) * √(1 / 2 * (1 / 2 + 1) - 1 / 2 * (1 / 2 - 1))
```

The rotational energy contains the spin-uncoupling term $-B(J_+S_-+J_-S_+)$, which connects the two states. Here $J_\pm$ are built from components along axes fixed in the molecule. For these $J_+$ lowers $\Omega$ and $J_-$ raises it, the reverse of the usual rule, so $\Omega$ and $\Sigma$ change together. Its matrix element is $-B$ times two ladder factors:

$$-B\sqrt{J(J+1)-\tfrac32\left(\tfrac32-1\right)}\,\sqrt{\tfrac12\left(\tfrac12+1\right)-\tfrac12\left(\tfrac12-1\right)} .$$

These matrix elements are the physical input. The file takes them as definitions and does not derive them from angular momentum operators.

```lean
/-- Hamiltonian of a rotating doublet-Π molecule in the basis `Ω = 3/2`, `Ω = 1/2`. -/
def piHamiltonian (A B J : ℝ) : Matrix (Fin 2) (Fin 2) ℝ :=
  !![diagonalTerm A B J (1 / 2), uncoupling B J;
     uncoupling B J, diagonalTerm A B J (-1 / 2)]
```

`Matrix (Fin 2) (Fin 2) ℝ` is the type of real $2\times2$ matrices, with rows and columns numbered 0 and 1. Index 0 is the state $\Omega=\tfrac32$ and index 1 is $\Omega=\tfrac12$. The semicolon inside `!![...]` separates the rows.

```lean
/-- `E` is an energy level of `H`: some nonzero state satisfies `H v = E v`. -/
def IsLevel (H : Matrix (Fin 2) (Fin 2) ℝ) (E : ℝ) : Prop :=
  ∃ v : Fin 2 → ℝ, v ≠ 0 ∧ H *ᵥ v = E • v
```

A real number $E$ is a level of $H$ if there is a vector $v\neq0$ with $Hv=Ev$. The symbol `•` multiplies a vector by a number. The vector need not be normalised, since dividing it by its length changes nothing in the equation. The definition records which energies occur, not how often.

```lean
/-- The square root in the Hill-Van Vleck formula, with `Y = A/B` and `x = J + 1/2`. -/
def vleckRoot (Y x : ℝ) : ℝ := √(4 * x ^ 2 + Y * (Y - 4))
```

This is the root $r=\sqrt{4x^2+Y(Y-4)}$. The Hill–Van Vleck formula is known for doublet states of any $\Lambda>0$; the file treats $\Lambda=1$.

```lean
/-- The Hill-Van Vleck energy with the plus sign. -/
def upperLevel (B Y x : ℝ) : ℝ := B * (x ^ 2 - 1 + vleckRoot Y x / 2)
```

This is $E_+=B(x^2-1+r/2)$.

```lean
/-- The Hill-Van Vleck energy with the minus sign. -/
def lowerLevel (B Y x : ℝ) : ℝ := B * (x ^ 2 - 1 - vleckRoot Y x / 2)
```

This is $E_-=B(x^2-1-r/2)$. For $B>0$ it is never above $E_+$, since $r\ge0$.

## From case (a) elements to a secular equation

```lean
/-- The case (a) matrix elements, written in terms of `J + 1/2`. -/
theorem piHamiltonian_eq (A B J : ℝ) :
    piHamiltonian A B J =
      !![A / 2 + B * ((J + 1 / 2) ^ 2 - 2), -B * √((J + 1 / 2) ^ 2 - 1);
         -B * √((J + 1 / 2) ^ 2 - 1), -A / 2 + B * (J + 1 / 2) ^ 2] := by
  have h1 : diagonalTerm A B J (1 / 2) = A / 2 + B * ((J + 1 / 2) ^ 2 - 2) := by
    unfold diagonalTerm; ring
  have h2 : diagonalTerm A B J (-1 / 2) = -A / 2 + B * (J + 1 / 2) ^ 2 := by
    unfold diagonalTerm; ring
  have h3 : uncoupling B J = -B * √((J + 1 / 2) ^ 2 - 1) := by
    have e1 : J * (J + 1) - 3 / 2 * (3 / 2 - 1) = (J + 1 / 2) ^ 2 - 1 := by ring
    have e2 : (1 / 2 * (1 / 2 + 1) - 1 / 2 * (1 / 2 - 1) : ℝ) = 1 := by norm_num
    rw [uncoupling, e1, e2, Real.sqrt_one, mul_one]
  rw [piHamiltonian, h1, h2, h3]
```

The theorem says that the Hamiltonian is

$$\begin{pmatrix}\frac A2+B(x^2-2)&-B\sqrt{x^2-1}\\-B\sqrt{x^2-1}&-\frac A2+Bx^2\end{pmatrix},\qquad x=J+\tfrac12 .$$

By hand, use $J(J+1)=x^2-\tfrac14$. The rotational brackets become

$$\Sigma=\tfrac12:\quad x^2-\tfrac14-\tfrac94+\tfrac34-\tfrac14=x^2-2,$$

$$\Sigma=-\tfrac12:\quad x^2-\tfrac14-\tfrac14+\tfrac34-\tfrac14=x^2 .$$

In the off-diagonal element the first radicand is $x^2-\tfrac14-\tfrac34=x^2-1$, and the second is $\tfrac34+\tfrac14=1$.

In Lean, `h1` and `h2` are the two diagonal computations and `h3` is the off-diagonal one. The tactic `ring` proves identities that follow from ordinary algebra, and `norm_num` evaluates numbers. The last line puts the three results into the matrix.

```lean
/-- The levels of two coupled states are the roots of the secular equation. -/
theorem isLevel_iff_secular (a b d E : ℝ) :
    IsLevel !![a, b; b, d] E ↔ (a - E) * (d - E) - b ^ 2 = 0 := by
  have hdet : (!![a - E, b; b, d - E]).det = (a - E) * (d - E) - b ^ 2 := by
    rw [Matrix.det_fin_two_of]; ring
  -- the eigenvalue equation says that the shifted matrix annihilates the state
  have key : ∀ v : Fin 2 → ℝ,
      !![a - E, b; b, d - E] *ᵥ v = !![a, b; b, d] *ᵥ v - E • v := by
    intro v
    ext i
    fin_cases i <;> simp [Matrix.mulVec, dotProduct, Fin.sum_univ_two] <;> ring
  rw [← hdet, ← Matrix.exists_mulVec_eq_zero_iff]
  simp only [IsLevel, key, sub_eq_zero]
```

For any real symmetric $2\times2$ matrix with diagonal $a,d$ and off-diagonal $b$, the number $E$ is a level if and only if

$$(a-E)(d-E)-b^2=0 .$$

By hand, $Hv=Ev$ is the same as $Mv=0$ with

$$M=\begin{pmatrix}a-E&b\\b&d-E\end{pmatrix}.$$

If $\det M\neq0$, then $M$ is invertible and only $v=0$ solves the equation. If $\det M=0$, both $(-b,\,a-E)$ and $(d-E,\,-b)$ are solutions. At least one of them is nonzero unless $M$ itself is zero, and in that case every vector is a solution.

The Lean proof has three parts. `hdet` computes the determinant. `key` shows, component by component, that $Mv=Hv-Ev$. Mathlib's `Matrix.exists_mulVec_eq_zero_iff` then supplies the equivalence between a nonzero solution of $Mv=0$ and a vanishing determinant.

## The two roots

```lean
/-- For `x ≥ 1` the square of the Hill-Van Vleck root is a sum of two nonnegative terms,
`(Y - 2)²` and `4 (x² - 1)`. -/
theorem vleckRoot_sq (Y x : ℝ) (hx : 1 ≤ x) :
    vleckRoot Y x ^ 2 = (Y - 2) ^ 2 + 4 * (x ^ 2 - 1) := by
  have h : 0 ≤ 4 * x ^ 2 + Y * (Y - 4) := by nlinarith [sq_nonneg (Y - 2)]
  rw [vleckRoot, Real.sq_sqrt h]
  ring
```

The hypothesis `hx` is $x\ge1$, and the conclusion is $r^2=(Y-2)^2+4(x^2-1)$. By hand, complete the square:

$$4x^2+Y^2-4Y=(Y-2)^2-4+4x^2=(Y-2)^2+4(x^2-1).$$

Both terms are nonnegative when $x\ge1$, so the root is real for every $Y$. Lean needs this sign before it will square the root away, because its real square root returns 0 for a negative argument. The line `h` provides it: `nlinarith` searches for a proof of the inequality and is given $(Y-2)^2\ge0$ as a hint.

```lean
/-- **Hill-Van Vleck formula.** For `B > 0` and `J ≥ 1/2` the eigenvalues of the doublet-Π matrix
are exactly `B (x² - 1 ± √(4x² + Y(Y - 4)) / 2)` with `x = J + 1/2` and `Y = A/B`. -/
theorem hill_van_vleck (A B J E : ℝ) (hB : 0 < B) (hJ : 1 / 2 ≤ J) :
    IsLevel (piHamiltonian A B J) E ↔
      E = upperLevel B (A / B) (J + 1 / 2) ∨ E = lowerLevel B (A / B) (J + 1 / 2) := by
  have hx : 1 ≤ J + 1 / 2 := by linarith
  have hs : √((J + 1 / 2) ^ 2 - 1) ^ 2 = (J + 1 / 2) ^ 2 - 1 :=
    Real.sq_sqrt (by nlinarith)
  have hr := vleckRoot_sq (A / B) (J + 1 / 2) hx
  have hA : A = A / B * B := (div_mul_cancel₀ A hB.ne').symm
  rw [piHamiltonian_eq, isLevel_iff_secular]
  generalize A / B = Y at hr hA ⊢
  subst hA
  -- the secular polynomial factors into the two Hill-Van Vleck energies
  have key : (Y * B / 2 + B * ((J + 1 / 2) ^ 2 - 2) - E) *
        (-(Y * B) / 2 + B * (J + 1 / 2) ^ 2 - E) - (-B * √((J + 1 / 2) ^ 2 - 1)) ^ 2 =
      (E - upperLevel B Y (J + 1 / 2)) * (E - lowerLevel B Y (J + 1 / 2)) := by
    unfold upperLevel lowerLevel
    linear_combination (-B ^ 2) * hs + (B ^ 2 / 4) * hr
  rw [key, mul_eq_zero, sub_eq_zero, sub_eq_zero]
```

In words: let $B>0$ and $J\ge\tfrac12$. Then a real number $E$ is a level of the Hamiltonian if and only if $E=E_+$ or $E=E_-$. The "if" direction says that both energies occur, and the "only if" direction says that there are no others. $J$ may be any real number from $\tfrac12$ upwards, which includes the physical values $\tfrac12,\tfrac32,\dots$

By hand, put $A=YB$ and $c=B(x^2-1)$. The diagonal elements lie symmetrically about $c$:

$$\tfrac A2+B(x^2-2)=c+\tfrac B2(Y-2),\qquad -\tfrac A2+Bx^2=c-\tfrac B2(Y-2).$$

The secular polynomial is therefore

$$(c-E)^2-\tfrac{B^2}{4}(Y-2)^2-B^2(x^2-1)=(E-c)^2-\tfrac{B^2r^2}{4},$$

where the last step uses the formula for $r^2$. The right-hand side is $(E-c-\tfrac{Br}2)(E-c+\tfrac{Br}2)=(E-E_+)(E-E_-)$. A product is zero exactly when one of its factors is.

The Lean proof first collects its facts: `hs` is $(\sqrt{x^2-1})^2=x^2-1$, `hr` is the formula for $r^2$, and `hA` is $A=(A/B)B$. The `rw` line turns the claim into the secular equation. Next, `generalize` gives $A/B$ the name `Y`, and `subst` replaces $A$ by $YB$, so no division by $B$ remains. The statement `key` is the factorisation, and the last line splits the product into the two cases.

**How `linear_combination` proves the factorisation.** The two sides of `key` are not equal as polynomials in $B,Y,J,E$ and the two roots. They become equal only when the squares of the roots are known. Write $s=\sqrt{x^2-1}$. The left side minus the right side is

$$-B^2s^2-\tfrac{B^2}4(Y-2)^2+\tfrac{B^2}4r^2 .$$

The tactic is given a multiple of each known equation: $-B^2$ times `hs` and $B^2/4$ times `hr`. Taking left side minus right side in each of them, the combination is

$$-B^2\left[s^2-(x^2-1)\right]+\tfrac{B^2}4\left[r^2-(Y-2)^2-4(x^2-1)\right].$$

The terms in $x^2-1$ cancel, and what remains is the expression above. `linear_combination` leaves exactly this comparison to `ring`. The user finds the coefficients, and Lean checks that they work; with a wrong coefficient the proof fails.

## Coincident energies, case (b) and the lowest rotation

```lean
/-- For `B > 0` and `x ≥ 1` the two Hill-Van Vleck energies coincide exactly when `x = 1` and `Y =
2`. -/
theorem levels_coincide_iff (B Y x : ℝ) (hB : 0 < B) (hx : 1 ≤ x) :
    upperLevel B Y x = lowerLevel B Y x ↔ x = 1 ∧ Y = 2 := by
  constructor
  · intro h
    have h1 : B * vleckRoot Y x = 0 := by
      unfold upperLevel lowerLevel at h
      linear_combination h
    have h2 : vleckRoot Y x = 0 := (mul_eq_zero.mp h1).resolve_left hB.ne'
    have hr := vleckRoot_sq Y x hx
    rw [h2] at hr
    -- both nonnegative terms under the root must vanish
    have hx1 : x = 1 := by nlinarith [sq_nonneg (Y - 2)]
    have hY : (Y - 2) ^ 2 = 0 := by
      rw [hx1] at hr
      linarith
    have hY' : Y - 2 = 0 := by simpa using hY
    exact ⟨hx1, by linarith⟩
  · rintro ⟨rfl, rfl⟩
    have h0 : vleckRoot 2 1 = 0 := by
      unfold vleckRoot
      norm_num
    simp [upperLevel, lowerLevel, h0]
```

For $B>0$ and $x\ge1$, $E_+=E_-$ holds if and only if $x=1$ and $Y=2$. By hand, $E_+-E_-=Br$, so equality means $r=0$. Then $(Y-2)^2+4(x^2-1)=0$ is a sum of two nonnegative terms, and both must vanish. Conversely, $x=1$ and $Y=2$ give $r=\sqrt{4-4}=0$.

The two bullets in the proof are the two directions. In the first, `h1` is $Br=0$, `h2` removes the factor $B$, and `hx1` and `hY` make the two terms vanish. In the second, `rintro ⟨rfl, rfl⟩` inserts the values $x=1$ and $Y=2$.

This is a coincidence of matrix eigenvalues and not a degeneracy of the molecule. At $x=1$ we have $J=\tfrac12$, and a state with $\Omega=\tfrac32$ needs $J\ge\tfrac32$. One of the two eigenvalues at $J=\tfrac12$ therefore belongs to no molecular state.

```lean
/-- For `B > 0` and `x ≥ 1` the upper and lower energies take the Hund's case (b) form `B [N(N+1) -
1]`, with `N = x` and `N = x - 1` respectively, exactly when `Y = 0` or `Y = 4`. -/
theorem case_b_iff (B Y x : ℝ) (hB : 0 < B) (hx : 1 ≤ x) :
    (upperLevel B Y x = B * (x * (x + 1) - 1) ∧
      lowerLevel B Y x = B * ((x - 1) * (x - 1 + 1) - 1)) ↔ Y = 0 ∨ Y = 4 := by
  constructor
  · rintro ⟨h, -⟩
    have h1 : B * (vleckRoot Y x - 2 * x) = 0 := by
      unfold upperLevel at h
      linear_combination 2 * h
    have h2 := (mul_eq_zero.mp h1).resolve_left hB.ne'
    have h3 : vleckRoot Y x = 2 * x := by linarith
    have hr := vleckRoot_sq Y x hx
    rw [h3] at hr
    have h4 : Y * (Y - 4) = 0 := by linear_combination -hr
    rcases mul_eq_zero.mp h4 with h5 | h5
    · exact Or.inl h5
    · exact Or.inr (by linarith)
  · intro h
    have h1 : 4 * x ^ 2 + Y * (Y - 4) = (2 * x) ^ 2 := by
      rcases h with rfl | rfl <;> ring
    -- the root collapses to `2x`
    have h2 : vleckRoot Y x = 2 * x := by
      rw [vleckRoot, h1, Real.sqrt_sq (by linarith)]
    unfold upperLevel lowerLevel
    rw [h2]
    constructor <;> ring
```

In Hund's case (b) the spin is decoupled from the axis, and the rotational energy is $B[N(N+1)-1]$, where $N$ is the total angular momentum without spin. The theorem says that $E_+$ has this form with $N=x$ and $E_-$ has it with $N=x-1$, both together, if and only if $Y=0$ or $Y=4$. At $x=1$ the second value is $N=0$, which no Π state has, since $N\ge\Lambda=1$; there the expression for $E_-$ is not the energy of a case (b) state.

By hand, the condition on $E_+$ is $x^2-1+\tfrac r2=x^2+x-1$, hence $r=2x$. Squaring gives $4x^2+Y(Y-4)=4x^2$, so $Y(Y-4)=0$. In the other direction, either value of $Y$ gives $r=\sqrt{4x^2}=2x$, because $x$ is positive, and then

$$E_+=B(x^2+x-1),\qquad E_-=B(x^2-x-1)=B[(x-1)x-1].$$

Lean follows this path. In the first direction the pattern `⟨h, -⟩` keeps the condition on $E_+$ and discards the one on $E_-$, which is not needed.

The theorem compares eigenvalues only. At $Y=0$ there is no spin-orbit coupling, and case (b) is the natural description. At $Y=4$ the matrix has the same two eigenvalues as at $Y=0$, but the difference of the diagonal elements has the opposite sign, so the eigenvector belonging to each eigenvalue is different. At $J=\tfrac12$, where only the state $\Omega=\tfrac12$ exists, the molecular energy is therefore $B$ for $Y=0$ but $-B$ for $Y=4$.

```lean
/-- At `J = 1/2` the pure `Ω = 1/2` state is an eigenstate with energy `B - A/2`. -/
theorem lowest_rotation (A B : ℝ) :
    piHamiltonian A B (1 / 2) *ᵥ ![0, 1] = (B - A / 2) • ![0, 1] := by
  have h0 : √(((1 : ℝ) / 2 + 1 / 2) ^ 2 - 1) = 0 := by norm_num
  rw [piHamiltonian_eq, h0]
  ext i
  fin_cases i <;> simp [Matrix.mulVec, dotProduct, Fin.sum_univ_two]
  ring

end

end HillVanVleck
```

The vector `![0, 1]` is the pure $\Omega=\tfrac12$ state, already normalised. At $J=\tfrac12$ we have $x=1$, the coupling $-B\sqrt{x^2-1}$ vanishes, and

$$\begin{pmatrix}\frac A2-B&0\\0&B-\frac A2\end{pmatrix}\begin{pmatrix}0\\1\end{pmatrix}=\left(B-\tfrac A2\right)\begin{pmatrix}0\\1\end{pmatrix}.$$

The proof sets the root to zero in `h0` and checks the two components separately. No condition on $A$ or $B$ is needed.

This identifies the physical level at $J=\tfrac12$. There $r=|Y-2|$, so $B-\tfrac A2=-\tfrac B2(Y-2)$ is $E_-$ when $Y\ge2$ and $E_+$ when $Y\le2$. The other eigenvalue, $\tfrac A2-B$, is the one to leave out of a list of molecular levels.

```lean
#print axioms HillVanVleck.hill_van_vleck
#print axioms HillVanVleck.levels_coincide_iff
#print axioms HillVanVleck.case_b_iff
#print axioms HillVanVleck.lowest_rotation
```

```
'HillVanVleck.hill_van_vleck' depends on axioms: [propext, Classical.choice, Quot.sound]
'HillVanVleck.levels_coincide_iff' depends on axioms: [propext, Classical.choice, Quot.sound]
'HillVanVleck.case_b_iff' depends on axioms: [propext, Classical.choice, Quot.sound]
'HillVanVleck.lowest_rotation' depends on axioms: [propext, Classical.choice, Quot.sound]
```
